# In a two-state model of np², the g factor of the lower J = 2 level falls from 3/2 towards 7/6 as spin–orbit coupling grows

## The two J = 2 states and their conventions

The configuration np² has two states with $J=2$ for each magnetic quantum number, ³P₂ and ¹D₂. Let $z$ be the spin–orbit parameter of the p electrons, each of which contributes $z\,\mathbf l\cdot\mathbf s$ to the Hamiltonian (with $\hbar=1$), and let $E$ be the electrostatic separation of ¹D from ³P, with energies measured from the ³P term. In the basis (³P₂, ¹D₂), with the relative sign of the two states chosen so that the off-diagonal element is $+z/\sqrt2$, the energy matrix is

$$H=\begin{pmatrix} z/2 & z/\sqrt2\\ z/\sqrt2 & E\end{pmatrix}.$$

A level is a real unit vector $(c,s)$ with $H(c,s)^T=e\,(c,s)^T$. Its energy is $e$, and $s^2$ is its ¹D₂ weight. The lower level is one of minimal energy.

With electron spin factor 2, the Landé formula gives $g=3/2$ for ³P₂ and $g=1$ for ¹D₂. The magnetic moment is proportional to $\mathbf L+2\mathbf S$, which does not connect states of different $L$ or $S$, so in a weak field a mixed level has

$$g=\tfrac32c^2+s^2=\tfrac32-\tfrac12s^2 .$$

## What is stated, and how Lean expresses it

Write $R=\sqrt{(E-z/2)^2+2z^2}$. For fixed $E>0$ and all $z>0$, the lower level has

$$s^2=\frac12\left(1-\frac{E-z/2}{R}\right).$$

Its g factor decreases strictly in $z$, tends to $3/2$ as $z\to0^+$ and to $7/6$ as $z\to\infty$. The g factors of two levels with different energies add up to $5/2$.

In the file, a state is a function `v : Fin 2 → ℝ` with `v 0` $=c$ and `v 1` $=s$. `IsLevel E z e v` contains the normalisation and the eigenvalue equation, and `IsLowerLevel E z v` adds that no level has a smaller energy. `gFactor` is the expectation value of the diagonal matrix of Landé factors, and `splitting E z` is $R$.

The theorem `lower_level_zeeman` takes any family `v` that assigns a lower level to each positive $z$. The overall sign of each vector is free and may jump with $z$. `StrictAntiOn` on `Set.Ioi 0` is strict decrease for $z>0$; the filters `𝓝[>] 0` and `atTop` express the two limits. `g_sum_rule` needs no sign condition on $z$ or $E$, only `e ≠ e'`.

The energy matrix and the Landé formula enter as definitions; they are not derived from an atomic Hamiltonian. The model leaves out mixing with other configurations and field-induced mixing between different $J$. Within this single-configuration, weak-field model, the result shows how a g factor reveals the LS composition of a level, which is useful when checking an atomic-structure calculation.

## The weight of ¹D₂ in the lower level

Put $k=z/\sqrt2$ and $D=z/2+E-2e$. The eigenvalue equations are

$$\tfrac z2c+ks=ec,\qquad kc+Es=es.$$

Multiply the first by $2c$ and the second by $2s$, subtract, and use $c^2+s^2=1$. Then multiply the first by $s$ and the second by $c$, and add. The results are

$$D(c^2-s^2)=E-\tfrac z2,\qquad Dcs=-k.$$

Since $(c^2+s^2)^2=(c^2-s^2)^2+4c^2s^2$, it follows that

$$D^2=\left(E-\tfrac z2\right)^2+4k^2=\left(E-\tfrac z2\right)^2+2z^2=R^2 .$$

The orthogonal vector $(-s,c)$ is also a level, with energy $z/2+E-e$. If $e$ is minimal, then $e\le z/2+E-e$, so $D\ge0$ and $D=R$. As $R>0$ for $z>0$, the relation $R(1-2s^2)=E-z/2$ gives the stated weight.

A lower level exists for every $z>0$. Let $t=(E-z/2)/R$, so that $|t|\le1$, and set $a=\sqrt{(1+t)/2}$ and $b=\sqrt{(1-t)/2}$. Then $a^2b^2R^2=(1-t^2)R^2/4=z^2/2$, hence $abR=k$. For $e=(z/2+E-R)/2$ one finds

$$\left(\tfrac z2-e\right)a=Rb^2a=kb,\qquad (E-e)b=Ra^2b=ka,$$

which are the eigenvalue equations for $(a,-b)$. Every level satisfies $D\le R$, so none lies lower.

## Strict decrease and the two limits

Inserting the weight into $g$ gives

$$g=\frac54+\frac{E-z/2}{4R}=\frac54+\frac14f(x),\qquad x=\frac Ez-\frac12,\quad f(x)=\frac{x}{\sqrt{x^2+2}} .$$

The derivative $f'(x)=2/(x^2+2)^{3/2}$ is positive, and $x$ decreases strictly in $z$ because $E>0$. Hence $g$ decreases strictly.

As $z\to0^+$, $(E-z/2)/R\to E/E=1$ and $g\to3/2$, the value of pure ³P₂. As $z\to\infty$, $x\to-1/2$ and $f(x)\to-\tfrac12/\tfrac32=-\tfrac13$, so $g\to\tfrac54-\tfrac1{12}=\tfrac76$. The ¹D₂ weight then tends to $2/3$.

The condition $E>0$ is needed for the decrease. If $E=0$, then $x=-1/2$ for every $z>0$, and $g$ has the constant value $7/6$.

## The sum of the two g factors

Let $(c,s)$ and $(c',s')$ be levels with energies $e\ne e'$, and let $D'=z/2+E-2e'$. Both $D^2$ and $D'^2$ equal $R^2$, while $D\ne D'$; therefore $D'=-D$ and $D\ne0$. Equating the two expressions for $E-z/2$ gives

$$D(1-2s^2)=-D(1-2s'^2),$$

so $s^2+s'^2=1$. The g factors add up to $3-\tfrac12(s^2+s'^2)=\tfrac52$.

## The complete Lean file

```lean
import Mathlib

open Matrix Filter Topology

namespace ZeemanIntermediateCoupling

noncomputable section

/-- Energy matrix of np², J = 2 in the basis (³P₂, ¹D₂), with spin-orbit parameter `z` and
term separation `E`. -/
def levelMatrix (E z : ℝ) : Matrix (Fin 2) (Fin 2) ℝ :=
  !![z / 2, z / √2; z / √2, E]

/-- The unit vector `v` is a stationary state of the energy matrix with energy `e`. -/
def IsLevel (E z e : ℝ) (v : Fin 2 → ℝ) : Prop :=
  v ⬝ᵥ v = 1 ∧ levelMatrix E z *ᵥ v = e • v

/-- The unit vector `v` is a stationary state of lowest energy. -/
def IsLowerLevel (E z : ℝ) (v : Fin 2 → ℝ) : Prop :=
  ∃ e, IsLevel E z e v ∧ ∀ e' w, IsLevel E z e' w → e ≤ e'

/-- The Landé factor of a pure LS-coupled level, with electron spin factor 2. -/
def landeG (J L S : ℝ) : ℝ :=
  1 + (J * (J + 1) + S * (S + 1) - L * (L + 1)) / (2 * J * (J + 1))

/-- The g factor of a mixed J = 2 state: the expectation value of the diagonal matrix of the
Landé factors of ³P₂ and ¹D₂. -/
def gFactor (v : Fin 2 → ℝ) : ℝ :=
  v ⬝ᵥ (Matrix.diagonal ![landeG 2 1 1, landeG 2 2 0] *ᵥ v)

/-- The square root `√((E - z/2)² + 2z²)` that governs the mixing. -/
def splitting (E z : ℝ) : ℝ := √((E - z / 2) ^ 2 + 2 * z ^ 2)

/-- An explicit vector with a nonnegative amplitude on ³P₂ and a nonpositive one on ¹D₂. -/
def lowerState (E z : ℝ) : Fin 2 → ℝ :=
  ![√((1 + (E - z / 2) / splitting E z) / 2), -√((1 - (E - z / 2) / splitting E z) / 2)]

lemma isLevel_iff (E z e : ℝ) (v : Fin 2 → ℝ) :
    IsLevel E z e v ↔ v 0 ^ 2 + v 1 ^ 2 = 1 ∧
      z / 2 * v 0 + z / √2 * v 1 = e * v 0 ∧ z / √2 * v 0 + E * v 1 = e * v 1 := by
  simp [IsLevel, levelMatrix, funext_iff, Fin.forall_fin_two, dotProduct,
    Fin.sum_univ_two, pow_two]

lemma coupling_sq (z : ℝ) : (z / √2) ^ 2 = z ^ 2 / 2 := by
  rw [div_pow, Real.sq_sqrt (by norm_num)]

lemma splitting_pos (E : ℝ) {z : ℝ} (hz : 0 < z) : 0 < splitting E z :=
  Real.sqrt_pos.2 (by positivity)

/-- The g factor of a level is 3/2 minus half its ¹D₂ weight. -/
theorem gFactor_of_level {E z e : ℝ} {v : Fin 2 → ℝ} (hv : IsLevel E z e v) :
    gFactor v = 3 / 2 - v 1 ^ 2 / 2 := by
  have h1 := ((isLevel_iff E z e v).1 hv).1
  have h : gFactor v = 3 / 2 * v 0 ^ 2 + v 1 ^ 2 := by
    simp [gFactor, landeG, Matrix.mulVec_diagonal, dotProduct, Fin.sum_univ_two]
    ring
  rw [h]
  linear_combination 3 / 2 * h1

/-- A relation between the energy and the ¹D₂ weight of a level, and the secular equation for the
energy. -/
theorem level_relations {E z e : ℝ} {v : Fin 2 → ℝ} (hv : IsLevel E z e v) :
    (z / 2 + E - 2 * e) * (1 - 2 * v 1 ^ 2) = E - z / 2 ∧
      (z / 2 + E - 2 * e) ^ 2 = (E - z / 2) ^ 2 + 2 * z ^ 2 := by
  obtain ⟨h1, ha, hb⟩ := (isLevel_iff E z e v).1 hv
  have hk := coupling_sq z
  generalize z / √2 = k at ha hb hk
  have h2 : (z / 2 + E - 2 * e) * (v 0 ^ 2 - v 1 ^ 2) = E - z / 2 := by
    linear_combination 2 * v 0 * ha - 2 * v 1 * hb + (E - z / 2) * h1
  have h3 : (z / 2 + E - 2 * e) * v 0 * v 1 = -k := by
    linear_combination v 1 * ha + v 0 * hb - k * h1
  refine ⟨by linear_combination h2 - (z / 2 + E - 2 * e) * h1, ?_⟩
  calc (z / 2 + E - 2 * e) ^ 2
      = (z / 2 + E - 2 * e) ^ 2 * (v 0 ^ 2 + v 1 ^ 2) ^ 2 := by rw [h1]; ring
    _ = ((z / 2 + E - 2 * e) * (v 0 ^ 2 - v 1 ^ 2)) ^ 2
        + 4 * ((z / 2 + E - 2 * e) * v 0 * v 1) ^ 2 := by ring
    _ = (E - z / 2) ^ 2 + 2 * z ^ 2 := by rw [h2, h3]; linear_combination 4 * hk

/-- The vector orthogonal to a level is a level too, and the two energies add up to the trace. -/
theorem partner_level {E z e : ℝ} {v : Fin 2 → ℝ} (hv : IsLevel E z e v) :
    IsLevel E z (z / 2 + E - e) ![-v 1, v 0] := by
  obtain ⟨h1, ha, hb⟩ := (isLevel_iff E z e v).1 hv
  refine (isLevel_iff _ _ _ _).2 ⟨?_, ?_, ?_⟩
  · show (-v 1) ^ 2 + (v 0) ^ 2 = 1
    linear_combination h1
  · show z / 2 * (-v 1) + z / √2 * v 0 = (z / 2 + E - e) * (-v 1)
    linear_combination hb
  · show z / √2 * (-v 1) + E * v 0 = (z / 2 + E - e) * v 0
    linear_combination -ha

/-- The ¹D₂ weight of the lower level in closed form. -/
theorem lower_weight {E z : ℝ} (hz : 0 < z) {v : Fin 2 → ℝ} (hv : IsLowerLevel E z v) :
    v 1 ^ 2 = (1 - (E - z / 2) / splitting E z) / 2 := by
  obtain ⟨e, he, hmin⟩ := hv
  have hle := hmin _ _ (partner_level he)
  obtain ⟨h1, h2⟩ := level_relations he
  -- the lower energy selects the positive square root
  have hD : splitting E z = z / 2 + E - 2 * e := by
    unfold splitting
    rw [← h2, Real.sqrt_sq (by linarith)]
  rw [← hD] at h1
  have h3 : (E - z / 2) / splitting E z = 1 - 2 * v 1 ^ 2 := by
    rw [div_eq_iff (splitting_pos E hz).ne']
    linear_combination -h1
  rw [h3]
  ring

/-- For every positive spin-orbit parameter the explicit vector `lowerState` is a lower level. -/
theorem lowerState_isLowerLevel (E : ℝ) {z : ℝ} (hz : 0 < z) :
    IsLowerLevel E z (lowerState E z) := by
  have hR := splitting_pos E hz
  have hR2 : splitting E z ^ 2 = (E - z / 2) ^ 2 + 2 * z ^ 2 := Real.sq_sqrt (by positivity)
  have habs : |E - z / 2| ≤ splitting E z :=
    Real.abs_le_sqrt (by nlinarith [sq_nonneg z])
  obtain ⟨hl, hu⟩ := abs_le.1 habs
  obtain ⟨t, ht⟩ : ∃ t, t = (E - z / 2) / splitting E z := ⟨_, rfl⟩
  have htR : t * splitting E z = E - z / 2 := by rw [ht]; field_simp
  have ht1 : t ≤ 1 := by rw [ht, div_le_one hR]; exact hu
  have ht2 : -1 ≤ t := by rw [ht, le_div_iff₀ hR]; linarith
  obtain ⟨c, hcd⟩ : ∃ c, c = √((1 + t) / 2) := ⟨_, rfl⟩
  obtain ⟨s, hsd⟩ : ∃ s, s = √((1 - t) / 2) := ⟨_, rfl⟩
  have h0 : lowerState E z 0 = c := by rw [hcd, ht]; rfl
  have h1 : lowerState E z 1 = -s := by rw [hsd, ht]; rfl
  have hc : c ^ 2 = (1 + t) / 2 := by rw [hcd]; exact Real.sq_sqrt (by linarith)
  have hs : s ^ 2 = (1 - t) / 2 := by rw [hsd]; exact Real.sq_sqrt (by linarith)
  have hc0 : 0 ≤ c := by rw [hcd]; exact Real.sqrt_nonneg _
  have hs0 : 0 ≤ s := by rw [hsd]; exact Real.sqrt_nonneg _
  -- the product of c and s, times the splitting, is the off-diagonal coupling
  have hcs : c * s * splitting E z = z / √2 := by
    refine (sq_eq_sq₀ (by positivity) (by positivity)).1 ?_
    rw [coupling_sq, mul_pow, mul_pow, hc, hs]
    linear_combination hR2 / 4 - (t * splitting E z + (E - z / 2)) / 4 * htR
  refine ⟨(z / 2 + E - splitting E z) / 2, ?_, ?_⟩
  · rw [isLevel_iff, h0, h1]
    generalize z / √2 = k at hcs ⊢
    refine ⟨by linear_combination hc + hs, ?_, ?_⟩
    · linear_combination s * hcs - c * splitting E z * hs + c / 2 * htR
    · linear_combination -c * hcs + s * splitting E z * hc + s / 2 * htR
  · intro e' w hw
    have h : z / 2 + E - 2 * e' ≤ splitting E z :=
      (le_abs_self _).trans (Real.abs_le_sqrt (level_relations hw).2.le)
    linarith

lemma lower_g {E z : ℝ} (hz : 0 < z) {v : Fin 2 → ℝ} (hv : IsLowerLevel E z v) :
    gFactor v = 5 / 4 + (E - z / 2) / splitting E z / 4 := by
  have hw := lower_weight hz hv
  obtain ⟨e, he, _⟩ := hv
  rw [gFactor_of_level he, hw]
  ring

lemma ratio_eq (E : ℝ) {z : ℝ} (hz : 0 < z) :
    (E - z / 2) / splitting E z = (E / z - 1 / 2) / √((E / z - 1 / 2) ^ 2 + 2) := by
  have hE : E / z * z = E := by field_simp
  obtain ⟨x, hx⟩ : ∃ x, x = E / z - 1 / 2 := ⟨_, rfl⟩
  have hx' : E - z / 2 = z * x := by rw [hx]; linear_combination -hE
  unfold splitting
  rw [← hx, hx', show (z * x) ^ 2 + 2 * z ^ 2 = z ^ 2 * (x ^ 2 + 2) by ring,
    Real.sqrt_mul (sq_nonneg z), Real.sqrt_sq hz.le, mul_div_mul_left _ _ hz.ne']

lemma ratio_lt {x y : ℝ} (h : x < y) : x / √(x ^ 2 + 2) < y / √(y ^ 2 + 2) := by
  have hp : 0 < √(x ^ 2 + 2) := Real.sqrt_pos.2 (by positivity)
  have hq : 0 < √(y ^ 2 + 2) := Real.sqrt_pos.2 (by positivity)
  have hp2 : √(x ^ 2 + 2) ^ 2 = x ^ 2 + 2 := Real.sq_sqrt (by positivity)
  have hq2 : √(y ^ 2 + 2) ^ 2 = y ^ 2 + 2 := Real.sq_sqrt (by positivity)
  have hx : |x| ≤ √(x ^ 2 + 2) := Real.abs_le_sqrt (by linarith)
  have hy : |y| ≤ √(y ^ 2 + 2) := Real.abs_le_sqrt (by linarith)
  rw [div_lt_div_iff₀ hp hq]
  generalize √(x ^ 2 + 2) = p at *
  generalize √(y ^ 2 + 2) = q at *
  have hxy : x * y ≤ p * q := by
    calc x * y ≤ |x * y| := le_abs_self _
      _ = |x| * |y| := abs_mul x y
      _ ≤ p * q := mul_le_mul hx hy (abs_nonneg _) hp.le
  have key : (y * p - x * q) * (p + q) = (y - x) * (p * q - x * y + 2) := by
    linear_combination y * hp2 - x * hq2
  have hpos : 0 < (y - x) * (p * q - x * y + 2) := mul_pos (sub_pos.2 h) (by linarith)
  by_contra hn
  have := mul_nonpos_of_nonpos_of_nonneg (by linarith : y * p - x * q ≤ 0)
    (by linarith : 0 ≤ p + q)
  linarith

/-- For `E > 0`, along any family of lower levels for `z > 0`, the ¹D₂ weight has the stated closed
form, and the g factor decreases strictly with the spin-orbit parameter, from the limit 3/2 to the
limit 7/6. -/
theorem lower_level_zeeman {E : ℝ} (hE : 0 < E) {v : ℝ → Fin 2 → ℝ}
    (hv : ∀ z, 0 < z → IsLowerLevel E z (v z)) :
    (∀ z, 0 < z →
      v z 1 ^ 2 = (1 - (E - z / 2) / √((E - z / 2) ^ 2 + 2 * z ^ 2)) / 2) ∧
    StrictAntiOn (fun z => gFactor (v z)) (Set.Ioi 0) ∧
    Tendsto (fun z => gFactor (v z)) (𝓝[>] 0) (𝓝 (3 / 2)) ∧
    Tendsto (fun z => gFactor (v z)) atTop (𝓝 (7 / 6)) := by
  refine ⟨fun z hz => lower_weight hz (hv z hz), ?_, ?_, ?_⟩
  · intro a ha b hb hab
    have ha' : 0 < a := ha
    have hb' : 0 < b := hb
    show gFactor (v b) < gFactor (v a)
    rw [lower_g hb' (hv b hb'), lower_g ha' (hv a ha'), ratio_eq E hb', ratio_eq E ha']
    have h1 : E / b < E / a := div_lt_div_of_pos_left hE ha' hab
    have h2 := ratio_lt (sub_lt_sub_right h1 (1 / 2))
    linarith
  · -- weak coupling: the closed form is continuous at z = 0
    have h1 : Tendsto (fun z : ℝ => E - z / 2) (𝓝 0) (𝓝 E) := by
      have h : Continuous (fun z : ℝ => E - z / 2) := by fun_prop
      simpa using h.tendsto 0
    have h2 : Tendsto (fun z : ℝ => splitting E z) (𝓝 0) (𝓝 E) := by
      have h : Continuous (fun z : ℝ => splitting E z) := by unfold splitting; fun_prop
      have hn : splitting E 0 = E := by simp [splitting, Real.sqrt_sq hE.le]
      simpa [hn] using h.tendsto 0
    have h3 : Tendsto (fun z : ℝ => 5 / 4 + (E - z / 2) / splitting E z / 4) (𝓝 0)
        (𝓝 (5 / 4 + E / E / 4)) := ((h1.div h2 hE.ne').div_const 4).const_add _
    rw [div_self hE.ne', show (5 / 4 + 1 / 4 : ℝ) = 3 / 2 by norm_num] at h3
    refine (h3.mono_left nhdsWithin_le_nhds).congr' ?_
    filter_upwards [self_mem_nhdsWithin] with z hz
    exact (lower_g hz (hv z hz)).symm
  · -- strong coupling: only the ratio E / z matters, and it tends to zero
    have h1 : Tendsto (fun z : ℝ => E / z - 1 / 2) atTop (𝓝 (0 - 1 / 2)) :=
      (tendsto_const_nhds.div_atTop tendsto_id).sub_const _
    have hq : Continuous (fun x : ℝ => x / √(x ^ 2 + 2)) :=
      continuous_id.div (by fun_prop) (fun x => (Real.sqrt_pos.2 (by positivity)).ne')
    have h3 : Tendsto (fun z : ℝ => 5 / 4 + (E / z - 1 / 2) / √((E / z - 1 / 2) ^ 2 + 2) / 4)
        atTop (𝓝 (5 / 4 + (0 - 1 / 2) / √((0 - 1 / 2) ^ 2 + 2) / 4)) :=
      (((hq.tendsto _).comp h1).div_const 4).const_add _
    have hr : √((0 - 1 / 2 : ℝ) ^ 2 + 2) = 3 / 2 := by
      rw [show ((0 - 1 / 2 : ℝ) ^ 2 + 2) = (3 / 2) ^ 2 by norm_num]
      exact Real.sqrt_sq (by norm_num)
    rw [hr, show (5 / 4 + (0 - 1 / 2) / (3 / 2) / 4 : ℝ) = 7 / 6 by norm_num] at h3
    refine h3.congr' ?_
    filter_upwards [eventually_gt_atTop 0] with z hz
    rw [lower_g hz (hv z hz), ratio_eq E hz]

/-- The g factors of two J = 2 levels of different energy add up to 5/2. -/
theorem g_sum_rule {E z e e' : ℝ} {v w : Fin 2 → ℝ} (hv : IsLevel E z e v)
    (hw : IsLevel E z e' w) (hne : e ≠ e') : gFactor v + gFactor w = 5 / 2 := by
  obtain ⟨h1, h2⟩ := level_relations hv
  obtain ⟨k1, k2⟩ := level_relations hw
  have hd : e' - e ≠ 0 := sub_ne_zero.2 hne.symm
  -- the two energies add up to the trace z / 2 + E
  have hS : (z / 2 + E - 2 * e) + (z / 2 + E - 2 * e') = 0 := by
    have h : (e' - e) * ((z / 2 + E - 2 * e) + (z / 2 + E - 2 * e')) = 0 := by
      linear_combination (h2 - k2) / 2
    exact (mul_eq_zero.1 h).resolve_left hd
  have hW : 2 - 2 * v 1 ^ 2 - 2 * w 1 ^ 2 = 0 := by
    have h : (e' - e) * (2 - 2 * v 1 ^ 2 - 2 * w 1 ^ 2) = 0 := by
      linear_combination h1 - k1 - (w 1 ^ 2 - v 1 ^ 2) * hS
    exact (mul_eq_zero.1 h).resolve_left hd
  rw [gFactor_of_level hv, gFactor_of_level hw]
  linear_combination hW / 4

end

end ZeemanIntermediateCoupling
```

```lean
#print axioms ZeemanIntermediateCoupling.lowerState_isLowerLevel
#print axioms ZeemanIntermediateCoupling.lower_level_zeeman
#print axioms ZeemanIntermediateCoupling.g_sum_rule
```

```
'ZeemanIntermediateCoupling.lowerState_isLowerLevel' depends on axioms: [propext, Classical.choice, Quot.sound]
'ZeemanIntermediateCoupling.lower_level_zeeman' depends on axioms: [propext, Classical.choice, Quot.sound]
'ZeemanIntermediateCoupling.g_sum_rule' depends on axioms: [propext, Classical.choice, Quot.sound]
```

## How the algebra is carried into Lean

`isLevel_iff` turns the matrix equation into the normalisation and two scalar equations. In `level_relations`, `linear_combination` receives the same multipliers as the derivation by hand: `h2` is the equation for $D(c^2-s^2)$ and `h3` the one for $Dcs$. The `calc` block then squares and adds them. Replacing `z / √2` by a symbol `k` with known square keeps the square root out of the polynomial algebra.

`partner_level` supplies the orthogonal level. `lower_weight` applies minimality to it, which selects the positive root $D=R$, and solves for $s^2$. `lowerState_isLowerLevel` checks the explicit vector $(a,-b)$; its local names `c` and `s` stand for $a$ and $b$. The step `hcs` proves $abR=k$ by comparing squares of nonnegative numbers.

## How monotonicity, limits and the sum rule are proved

`lower_g` expresses $g$ through the ratio $(E-z/2)/R$, and `ratio_eq` rewrites that ratio as $f(x)$. The lemma `ratio_lt` proves that $f$ increases without differentiating. For $x<y$, with $p=\sqrt{x^2+2}$ and $q=\sqrt{y^2+2}$, it uses

$$(yp-xq)(p+q)=(y-x)(pq-xy+2).$$

The right side is positive because $xy\le pq$, so $yp>xq$, which is $f(x)<f(y)$ after division by $pq$.

In `lower_level_zeeman`, the weak-coupling limit comes from continuity of the closed form at $z=0$, where the denominator is $E\neq0$. The strong-coupling limit composes the continuous function $f$ with $E/z-1/2\to-1/2$. In both cases `congr'` transfers the limit to the g factor of the given family, which agrees with the closed form for positive $z$.

`g_sum_rule` first obtains $D+D'=0$ by cancelling the nonzero factor $e'-e$ from $(e'-e)(D+D')=0$. A second cancellation of the same factor gives the sum of the weights, and `gFactor_of_level` converts it into the sum of the g factors.
